# For Dirac gamma matrices with γ⁵ = iγ⁰γ¹γ²γ³, tr(γ⁵γ^μγ^νγ^ργ^σ) is −4i times the sign of the index permutation, and zero for repeated indices

**Q.** When I sum over spins in a process with a parity-violating vertex, I meet traces such as $\mathrm{tr}(\gamma^5\,\slashed a\,\slashed b\,\slashed c\,\slashed d)$, where $\slashed a=\sum_\mu a_\mu\gamma^\mu$ and $a,b,c,d$ are four-vectors. I replace each one by $-4i$ times the determinant of the $4\times4$ array with rows $a_\mu,b_\mu,c_\mu,d_\mu$. That step rests on the trace with four bare gammas. Before I trust a formal version, how does the argument go by hand?

**A.** Take $n\times n$ complex matrices $\gamma^0,\dots,\gamma^3$ with

$$\gamma^\mu\gamma^\nu+\gamma^\nu\gamma^\mu=2g^{\mu\nu}\mathbf 1,\qquad g=\mathrm{diag}(1,-1,-1,-1).$$

Different gammas anticommute, and $(\gamma^\mu)^2=g^{\mu\mu}\mathbf 1$, with no sum. Write $P=\gamma^0\gamma^1\gamma^2\gamma^3$ and $\gamma^5=iP$.

Suppose first that the four indices are a permutation $\pi$ of $0,1,2,3$. Exchanging two factors with $m$ others between them takes $2m+1$ neighbouring exchanges, an odd number, so the product changes sign. Since $\pi$ is built from such exchanges,

$$\gamma^{\pi(0)}\gamma^{\pi(1)}\gamma^{\pi(2)}\gamma^{\pi(3)}=\mathrm{sign}(\pi)\,P.$$

To square $P$, move the second $\gamma^0$ left past three factors, the second $\gamma^1$ past two and the second $\gamma^2$ past one. The six signs cancel, leaving

$$P^2=(\gamma^0)^2(\gamma^1)^2(\gamma^2)^2(\gamma^3)^2=(1)(-1)^3\,\mathbf 1=-\mathbf 1.$$

The trace is therefore $i\,\mathrm{sign}(\pi)\,\mathrm{tr}(P^2)=-n\,i\,\mathrm{sign}(\pi)$, which is $-4i\,\mathrm{sign}(\pi)$ for $n=4$.

**Q.** And with a repeated index?

**A.** Then some value $\kappa$ is missing from the list. Let $X$ be the product of the four listed gammas. Moving $\gamma^\kappa$ through $X$ costs four signs, so $X\gamma^\kappa=\gamma^\kappa X$. Moving it through $P$ costs three, because $\gamma^\kappa$ commutes with itself, so $\gamma^\kappa\gamma^5=-\gamma^5\gamma^\kappa$. Hence

$$\gamma^\kappa\gamma^5X\gamma^\kappa=-\gamma^5\gamma^\kappa\gamma^\kappa X=-g^{\kappa\kappa}\gamma^5X.$$

Cyclicity gives the trace of the left side as $g^{\kappa\kappa}\,\mathrm{tr}(\gamma^5X)$. This number equals its own negative, and $g^{\kappa\kappa}=\pm1$, so $\mathrm{tr}(\gamma^5X)=0$.

**Q.** Now the formal side. What is a gamma matrix there? I worry that the answer has been built into the definition.

**A.** The matrices have complex entries, with rows and columns labelled by a finite type `n`.

In Lean 4 with Mathlib:

```lean
import Mathlib

open Matrix

namespace GammaFiveTrace

noncomputable section

variable {n : Type*} [Fintype n] [DecidableEq n]
```

The metric is a function of two indices in `Fin 4`, where 0 is time and 1, 2, 3 are space. This fixes the signature.

```lean
/-- The Minkowski metric with signature (+,-,-,-). -/
def minkowski (μ ν : Fin 4) : ℂ :=
  if μ = ν then (if μ = 0 then 1 else -1) else 0
```

The defining condition contains only the anticommutators. It says nothing about traces, $\gamma^5$ or permutations.

```lean
/-- Four matrices are gamma matrices when their anticommutators are twice the metric. -/
def IsClifford (γ : Fin 4 → Matrix n n ℂ) : Prop :=
  ∀ μ ν, γ μ * γ ν + γ ν * γ μ = (2 * minkowski μ ν) • (1 : Matrix n n ℂ)
```

Physically, this condition gives $\slashed p^2=p^2\mathbf 1$, so that plane-wave solutions of the free Dirac equation obey the relativistic energy–momentum relation. Hermiticity is not required.

**Q.** And $\gamma^5$? Its sign convention decides the sign of the result.

**A.** `orderedProduct` multiplies four matrices from left to right, and `gamma5` is $i$ times that product for the gammas themselves.

```lean
/-- The product of four matrices in the order of their labels. -/
def orderedProduct (δ : Fin 4 → Matrix n n ℂ) : Matrix n n ℂ :=
  δ 0 * δ 1 * δ 2 * δ 3

/-- The chirality matrix: i times the product of the four gammas. -/
def gamma5 (γ : Fin 4 → Matrix n n ℂ) : Matrix n n ℂ :=
  Complex.I • orderedProduct γ
```

With the opposite sign for $\gamma^5$, the value for permutations would be $+4i\,\mathrm{sign}(\pi)$. The symbol $\varepsilon^{\mu\nu\rho\sigma}$ is not used in the file. The sign of the permutation corresponds to $\varepsilon^{0123}=+1$, so a text with $\varepsilon^{0123}=-1$ has to write $+4i\varepsilon^{\mu\nu\rho\sigma}$ for the same trace.

**Q.** Are the explicit Dirac matrices there, or only abstract ones?

**A.** They are there, in $2\times2$ blocks. `pauli 0`, `pauli 1` and `pauli 2` are $\sigma_x,\sigma_y,\sigma_z$.

```lean
/-- The three Pauli matrices. -/
def pauli : Fin 3 → Matrix (Fin 2) (Fin 2) ℂ :=
  ![!![0, 1; 1, 0], !![0, -Complex.I; Complex.I, 0], !![1, 0; 0, -1]]
```

The type `Fin 2 ⊕ Fin 2` labels the two upper and two lower spinor components. `Fin.cons` puts $\gamma^0$ first, so `pauli k` enters $\gamma^{k+1}$:

$$\gamma^0=\begin{pmatrix}\mathbf 1&0\\0&-\mathbf 1\end{pmatrix},\qquad \gamma^{k+1}=\begin{pmatrix}0&\texttt{pauli}\,k\\-\texttt{pauli}\,k&0\end{pmatrix},\qquad k=0,1,2.$$

```lean
/-- The gamma matrices in the Dirac representation, in two-by-two blocks. -/
def diracGamma : Fin 4 → Matrix (Fin 2 ⊕ Fin 2) (Fin 2 ⊕ Fin 2) ℂ :=
  Fin.cons (fromBlocks 1 0 0 (-1)) (fun k => fromBlocks 0 (pauli k) (-pauli k) 0)
```

**Q.** Show me where the signs come from in the proof.

**A.** The first two lemmas read off the Clifford relations: the off-diagonal ones give anticommutation, and half of a diagonal one gives the square.

```lean
/-- Gamma matrices with different indices anticommute. -/
theorem clifford_anticomm {γ : Fin 4 → Matrix n n ℂ} (h : IsClifford γ)
    (μ ν : Fin 4) (hne : μ ≠ ν) : γ μ * γ ν = -(γ ν * γ μ) :=
  eq_neg_of_add_eq_zero_left (by simpa [minkowski, hne] using h μ ν)

/-- Each gamma matrix squares to its diagonal metric entry. -/
theorem clifford_sq {γ : Fin 4 → Matrix n n ℂ} (h : IsClifford γ) (μ : Fin 4) :
    γ μ * γ μ = minkowski μ μ • (1 : Matrix n n ℂ) := by
  have h2 := h μ μ
  linear_combination (norm := module) (1 / 2 : ℂ) • h2
```

The next lemma is the permutation rule. Inside it, `key` proves that one exchange of positions flips the sign. It runs through all pairs of positions, and `simp` sorts the factors with two rules: `hs` exchanges two neighbours, and `ks` does the same when more factors follow. `swap_induction_on'` then builds $\pi$ from transpositions, each contributing one minus sign.

```lean
/-- Permuting the four distinct gammas multiplies their product by the sign of the
permutation. -/
theorem orderedProduct_perm {γ : Fin 4 → Matrix n n ℂ} (h : IsClifford γ)
    (π : Equiv.Perm (Fin 4)) :
    orderedProduct (fun i => γ (π i)) =
      ((Equiv.Perm.sign π : ℤˣ) : ℤ) • orderedProduct γ := by
  -- exchanging two of four anticommuting factors flips the sign
  have key : ∀ δ : Fin 4 → Matrix n n ℂ,
      (∀ i j, i ≠ j → δ i * δ j = -(δ j * δ i)) → ∀ x y : Fin 4, x ≠ y →
      orderedProduct (fun i => δ (Equiv.swap x y i)) = -orderedProduct δ := by
    intro δ hδ x y hxy
    have hs : ∀ i j, j < i → δ i * δ j = -(δ j * δ i) := fun i j hij => hδ i j hij.ne'
    have ks : ∀ i j, j < i → ∀ z, δ i * (δ j * z) = -(δ j * (δ i * z)) := by
      intro i j hij z
      rw [← mul_assoc, hs i j hij, neg_mul, mul_assoc]
    fin_cases x <;> fin_cases y <;>
      first
      | exact (hxy rfl).elim
      | simp [orderedProduct, Equiv.swap_apply_def, mul_assoc, hs, ks]
  -- every permutation is built from transpositions
  refine Equiv.Perm.swap_induction_on' π ?_ ?_
  · simp
  · intro f x y hxy ih
    have hstep := key (fun i => γ (f i))
      (fun i j hij => clifford_anticomm h _ _ (fun e => hij (f.injective e))) x y hxy
    simp only [Equiv.Perm.mul_apply]
    rw [hstep, ih, Equiv.Perm.sign_mul, Equiv.Perm.sign_swap hxy]
    simp
```

The same sorting brings the eight factors of $P^2$ into pairs, and `clifford_sq` evaluates them.

```lean
/-- The product of the four gammas squares to minus one. -/
theorem orderedProduct_sq {γ : Fin 4 → Matrix n n ℂ} (h : IsClifford γ) :
    orderedProduct γ * orderedProduct γ = -1 := by
  have hs : ∀ i j, j < i → γ i * γ j = -(γ j * γ i) :=
    fun i j hij => clifford_anticomm h i j hij.ne'
  have ks : ∀ i j, j < i → ∀ z, γ i * (γ j * z) = -(γ j * (γ i * z)) := by
    intro i j hij z
    rw [← mul_assoc, hs i j hij, neg_mul, mul_assoc]
  simp [orderedProduct, mul_assoc, ks, clifford_sq h, minkowski]
```

It also moves $\gamma^\kappa$ through $P$, once for each value of $\kappa$.

```lean
/-- The chirality matrix anticommutes with every gamma matrix. -/
theorem gamma5_anticomm {γ : Fin 4 → Matrix n n ℂ} (h : IsClifford γ) (κ : Fin 4) :
    γ κ * gamma5 γ = -(gamma5 γ * γ κ) := by
  have hs : ∀ i j, j < i → γ i * γ j = -(γ j * γ i) :=
    fun i j hij => clifford_anticomm h i j hij.ne'
  have ks : ∀ i j, j < i → ∀ z, γ i * (γ j * z) = -(γ j * (γ i * z)) := by
    intro i j hij z
    rw [← mul_assoc, hs i j hij, neg_mul, mul_assoc]
  have hp : γ κ * orderedProduct γ = -(orderedProduct γ * γ κ) := by
    fin_cases κ <;> simp [orderedProduct, mul_assoc, hs, ks]
  rw [gamma5, mul_smul_comm, hp, smul_mul_assoc, smul_neg]
```

**Q.** And the cyclicity argument?

**A.** In the next lemma `h1` evaluates the trace of $\gamma^\kappa\gamma^5X\gamma^\kappa$ by cyclicity, and `h2` evaluates the matrix itself by anticommutation. Comparing them gives $g^{\kappa\kappa}\,\mathrm{tr}(\gamma^5X)=0$, and `hne` supplies $g^{\kappa\kappa}\neq0$.

```lean
/-- The trace of the chirality matrix times X vanishes if X commutes with some gamma matrix. -/
theorem trace_gamma5_mul_eq_zero {γ : Fin 4 → Matrix n n ℂ} (h : IsClifford γ)
    (κ : Fin 4) (X : Matrix n n ℂ) (hX : X * γ κ = γ κ * X) :
    trace (gamma5 γ * X) = 0 := by
  have hne : minkowski κ κ ≠ 0 := by
    unfold minkowski
    split_ifs <;> simp_all
  -- cyclicity brings the two outer gammas together
  have h1 : trace (γ κ * (gamma5 γ * X) * γ κ) =
      minkowski κ κ * trace (gamma5 γ * X) := by
    rw [trace_mul_comm, ← mul_assoc, clifford_sq h, smul_mul_assoc, one_mul,
      trace_smul, smul_eq_mul]
  -- moving the left gamma through the chirality matrix costs a sign
  have h2 : γ κ * (gamma5 γ * X) * γ κ = -(minkowski κ κ • (gamma5 γ * X)) := by
    calc γ κ * (gamma5 γ * X) * γ κ = (γ κ * gamma5 γ) * (X * γ κ) := by
          simp only [mul_assoc]
      _ = -(gamma5 γ * ((γ κ * γ κ) * X)) := by
          rw [gamma5_anticomm h, hX]
          simp only [neg_mul, mul_assoc]
      _ = -(minkowski κ κ • (gamma5 γ * X)) := by
          rw [clifford_sq h, smul_mul_assoc, one_mul, mul_smul_comm]
  rw [h2, trace_neg, trace_smul, smul_eq_mul] at h1
  have h3 : minkowski κ κ * trace (gamma5 γ * X) = 0 := by
    linear_combination (-1 / 2 : ℂ) * h1
  exact (mul_eq_zero.mp h3).resolve_left hne
```

The permutation case combines the reordering rule with $P^2=-\mathbf 1$. `Fintype.card n` is the matrix size, which enters as the trace of the identity.

```lean
/-- For n by n gamma matrices, the trace of the chirality matrix with four gammas in permuted
order is -n i times the sign of the permutation. -/
theorem trace_gamma5_perm {γ : Fin 4 → Matrix n n ℂ} (h : IsClifford γ)
    (π : Equiv.Perm (Fin 4)) :
    trace (gamma5 γ * orderedProduct (fun i => γ (π i))) =
      -(Fintype.card n : ℂ) * Complex.I * ((Equiv.Perm.sign π : ℤˣ) : ℤ) := by
  rw [orderedProduct_perm h, gamma5]
  rw [smul_mul_assoc, mul_smul_comm, orderedProduct_sq h, trace_smul, trace_smul, trace_neg,
    trace_one, smul_eq_mul, zsmul_eq_mul]
  ring
```

For coincidences, the indices are a map `f` from positions to index values, and "two coincide" means that `f` is not injective. On a finite set such a map is not surjective either, which produces the missing $\kappa$. The last line carries out the four sign changes.

```lean
/-- The trace of the chirality matrix with four gammas vanishes when two of the four indices
coincide. -/
theorem trace_gamma5_coincident {γ : Fin 4 → Matrix n n ℂ} (h : IsClifford γ)
    (f : Fin 4 → Fin 4) (hf : ¬ Function.Injective f) :
    trace (gamma5 γ * orderedProduct (fun i => γ (f i))) = 0 := by
  -- a repeated index leaves some index κ unused
  rw [Finite.injective_iff_surjective] at hf
  simp only [Function.Surjective, not_forall, not_exists] at hf
  obtain ⟨κ, hκ⟩ := hf
  have hs : ∀ i, γ (f i) * γ κ = -(γ κ * γ (f i)) :=
    fun i => clifford_anticomm h _ _ (hκ i)
  have ks : ∀ i z, γ (f i) * (γ κ * z) = -(γ κ * (γ (f i) * z)) := by
    intro i z
    rw [← mul_assoc, hs i, neg_mul, mul_assoc]
  -- four sign changes cancel, so this gamma commutes with the product
  apply trace_gamma5_mul_eq_zero h κ
  simp only [orderedProduct, mul_assoc, hs, ks, mul_neg, neg_neg]
```

**Q.** Does the Clifford condition do real work? Perhaps the squares alone would be enough.

**A.** They would not. Take $1\times1$ matrices $\gamma^0=1$ and $\gamma^1=\gamma^2=\gamma^3=i$. The squares are right, but the matrices commute. Now $P=i^3=-i$ and $\gamma^5=1$, so the trace is $-i$ for every ordering, whereas the formula with $n=1$ demands $+i$ for odd permutations. The repeated case fails too: with all four indices equal to 0, the trace is 1.

**Q.** Then the Dirac matrices must be shown to satisfy the full condition.

**A.** They are. The products of $\gamma^0$ with a spatial gamma in the two orders cancel in the sum. For two spatial gammas, both diagonal blocks of the anticommutator are minus the Pauli anticommutator, hence $-2\delta_{ij}\mathbf 1$. And $(\gamma^0)^2=\mathbf 1$ is immediate. In the proof, `hp` checks the Pauli anticommutators entry by entry, and the remaining lines split the indices into time and space and compare the four blocks.

```lean
/-- The Dirac representation satisfies the Clifford relations. -/
theorem diracGamma_witness : IsClifford diracGamma := by
  have hp : ∀ i j : Fin 3, pauli i * pauli j + pauli j * pauli i =
      (2 * (if i = j then 1 else 0) : ℂ) • (1 : Matrix (Fin 2) (Fin 2) ℂ) := by
    intro i j
    fin_cases i <;> fin_cases j <;> ext a b <;> fin_cases a <;> fin_cases b <;>
      simp [pauli] <;> norm_num
  have h00 : minkowski 0 0 = 1 := by simp [minkowski]
  have h0 : ∀ j : Fin 3, minkowski 0 j.succ = 0 := fun j => by
    simp [minkowski, (Fin.succ_ne_zero j).symm]
  have h0' : ∀ j : Fin 3, minkowski j.succ 0 = 0 := fun j => by
    simp [minkowski, Fin.succ_ne_zero j]
  have hij : ∀ i j : Fin 3, minkowski i.succ j.succ = -(if i = j then 1 else 0) := by
    intro i j
    by_cases e : i = j <;> simp [minkowski, e, Fin.succ_ne_zero]
  intro μ ν
  rw [← fromBlocks_one, fromBlocks_smul]
  -- compare the four blocks for time and space indices
  cases μ using Fin.cases <;> cases ν using Fin.cases <;>
    simp only [diracGamma, Fin.cons_zero, Fin.cons_succ, fromBlocks_multiply,
      fromBlocks_add, h00, h0, h0', hij] <;>
    rw [fromBlocks_inj] <;> refine ⟨?_, ?_, ?_, ?_⟩ <;>
    simp only [mul_one, one_mul, mul_zero, zero_mul, add_zero, zero_add, neg_mul, mul_neg,
      neg_neg, neg_zero, smul_zero, zero_smul] <;>
    first
    | module
    | linear_combination (norm := module) (-1 : ℂ) • hp _ _
```

The final theorem inserts these matrices into the two general results and counts $2+2=4$ spinor components.

```lean
/-- In the Dirac representation the trace of gamma5 with four gammas is -4i times the sign of
the permutation of the indices, and zero when two indices coincide. -/
theorem dirac_trace_gamma5_four :
    (∀ π : Equiv.Perm (Fin 4),
      trace (gamma5 diracGamma * (diracGamma (π 0) * diracGamma (π 1) *
        diracGamma (π 2) * diracGamma (π 3))) =
        -4 * Complex.I * ((Equiv.Perm.sign π : ℤˣ) : ℤ)) ∧
    (∀ f : Fin 4 → Fin 4, ¬ Function.Injective f →
      trace (gamma5 diracGamma * (diracGamma (f 0) * diracGamma (f 1) *
        diracGamma (f 2) * diracGamma (f 3))) = 0) := by
  have hc : (Fintype.card (Fin 2 ⊕ Fin 2) : ℂ) = 4 := by
    norm_num [Fintype.card_sum]
  refine ⟨fun π => ?_, fun f hf => trace_gamma5_coincident diracGamma_witness f hf⟩
  exact (trace_gamma5_perm diracGamma_witness π).trans (by rw [hc])

end

end GammaFiveTrace
```

```lean
#print axioms GammaFiveTrace.dirac_trace_gamma5_four
-- 'GammaFiveTrace.dirac_trace_gamma5_four' depends on axioms: [propext, Classical.choice, Quot.sound]
```

**Q.** Read that last statement to me in words. Does it cover every choice of $\mu,\nu,\rho,\sigma$?

**A.** It does. The first half says that for every permutation `π` of the four index values, the trace of $\gamma^5\gamma^{\pi(0)}\gamma^{\pi(1)}\gamma^{\pi(2)}\gamma^{\pi(3)}$ is $-4i$ times the sign of `π`. The casts through `ℤˣ` and `ℤ` only turn that sign into a complex number. The second half says that the trace is zero for every assignment `f` with a repeated value. Four distinct values out of four form a permutation, so the halves account for all $4^4=256$ choices, 24 in the first and 232 in the second.

**Q.** So how do I get from there to my determinant?

**A.** By linearity, which you apply yourself after the theorem. Expand the four slashed vectors; the terms with repeated indices vanish, and the rest give

$$\mathrm{tr}(\gamma^5\slashed a\slashed b\slashed c\slashed d)=-4i\sum_\pi\mathrm{sign}(\pi)\,a_{\pi(0)}b_{\pi(1)}c_{\pi(2)}d_{\pi(3)}.$$

The sum is the determinant of the lower-index components. If your code stores upper-index components, the prefactor becomes $+4i$, because lowering the index reverses the signs of three columns. Multiplying the explicit matrices for one set of linearly independent vectors, for which the determinant is not zero, will show whether the code has the right sign.

**Q.** Where does it stop being applicable?

**A.** It serves spin sums in tree-level relativistic amplitudes with chiral couplings, as a purely algebraic identity for finite matrices in four spacetime dimensions. It does not treat $\gamma^5$ in dimensional regularisation, where the number of dimensions is continued away from four. There, a $\gamma^5$ that anticommutes with every gamma matrix, combined with a cyclic trace, would make the trace with four gammas vanish for all indices.
